# With time reversal squaring to −1 and an odd number of filled bands, a finite k mesh containing 0 shows no positive gap

The Hamiltonian H(k) is an m × m complex matrix for each momentum k. The bar-free notation conj(A) means entrywise complex conjugation, and A† is the conjugate transpose, written `Aᴴ` in Lean. Bands are counted from zero, as in Lean: with N filled bands, the highest filled one is i = N − 1 and the lowest empty one is j = N.

## Time reversal, sorted energies and the apparent gap

```lean
import Mathlib

open Matrix

namespace KramersApparentGap

noncomputable section

variable {m : ℕ} {K : Type*} [AddGroup K]
```

Here `m` is the number of spinor basis functions, and `K` is the set of momenta. `AddGroup K` asks only that momenta can be added and negated, so `K` may be the real line, a three-dimensional momentum space or a periodic Brillouin zone.

```lean
/-- Entrywise complex conjugation of a square matrix. -/
abbrev cc {m : ℕ} : Matrix (Fin m) (Fin m) ℂ →+* Matrix (Fin m) (Fin m) ℂ :=
  (starRingEnd ℂ).mapMatrix
```

`cc A` is conj(A). The arrow `→+*` records that conjugation respects sums and products, so conj(AB) = conj(A) conj(B), with the order kept.

```lean
/-- Time reversal, which is conjugation followed by `U`, is antiunitary, squares to `-1`, and
carries the Bloch Hamiltonian at `k` to the one at `-k`. -/
structure TimeReversal (U : Matrix (Fin m) (Fin m) ℂ)
    (H : K → Matrix (Fin m) (Fin m) ℂ) : Prop where
  unitary : U ∈ unitaryGroup (Fin m) ℂ
  sq : U * cc U = -1
  symm : ∀ k, U * cc (H k) * Uᴴ = H (-k)
```

Time reversal acts on a spinor as ψ ↦ U conj(ψ). The three fields say that U is unitary, that

U conj(U) = −1,

and that

U conj(H(k)) U† = H(−k) for all k.

The minus sign is that of a single spin-½ electron. The last condition describes a solid without magnetic order or an external magnetic field; spin-orbit coupling is allowed.

```lean
/-- `E` lists the energies of `A` in increasing order, with multiplicity: the columns of some
unitary matrix are eigenvectors of `A` with these real energies. -/
def SortedSpectrum (A : Matrix (Fin m) (Fin m) ℂ) (E : Fin m → ℝ) : Prop :=
  Monotone E ∧ ∃ W ∈ unitaryGroup (Fin m) ℂ, A * W = W * diagonal (fun i => (E i : ℂ))
```

This says that E₀ ≤ E₁ ≤ … and that a unitary W exists with

A W = W diag(E₀, …, Eₘ₋₁).

The columns of W are orthonormal eigenvectors. Since the energies are real, the condition already makes A Hermitian.

```lean
/-- The apparent gap on a nonempty finite mesh `M`: the lowest energy of band `j` minus the
highest energy of band `i`, both taken over the mesh. -/
def apparentGap {K : Type*} (E : K → Fin m → ℝ) (M : Finset K) (hM : M.Nonempty)
    (i j : Fin m) : ℝ :=
  M.inf' hM (fun k => E k j) - M.sup' hM (fun k => E k i)
```

In ordinary notation, for a nonempty finite mesh M,

gap = min over k in M of Eⱼ(k) − max over k in M of Eᵢ(k).

The two extrema may lie at different momenta, so this is an indirect gap as read off a mesh. A negative value means that the bands overlap.

```lean
/-- Every Hermitian matrix has a sorted list of energies. -/
theorem exists_sortedSpectrum {A : Matrix (Fin m) (Fin m) ℂ} (hA : A.IsHermitian) :
    ∃ E, SortedSpectrum A E := by
  obtain ⟨W, hW, hAW⟩ : ∃ W ∈ unitaryGroup (Fin m) ℂ,
      A * W = W * diagonal (fun i => (hA.eigenvalues i : ℂ)) := by
    refine ⟨hA.eigenvectorUnitary, hA.eigenvectorUnitary.2, ?_⟩
    ext a b
    have h := congrFun (hA.mulVec_eigenvectorBasis b) a
    rw [Matrix.mul_diagonal]
    simpa [Matrix.mul_apply, Matrix.mulVec, dotProduct, mul_comm] using h
  -- reorder the eigenvectors by increasing energy
  let σ := Tuple.sort hA.eigenvalues
  refine ⟨hA.eigenvalues ∘ σ, Tuple.monotone_sort _, W.submatrix id σ, ?_, ?_⟩
  · rw [mem_unitaryGroup_iff'] at hW ⊢
    ext a b
    have h := congrFun (congrFun hW (σ a)) (σ b)
    simpa [Matrix.mul_apply, Matrix.one_apply, σ.injective.eq_iff] using h
  · ext a b
    have h := congrFun (congrFun hAW a) (σ b)
    rw [Matrix.mul_diagonal] at h ⊢
    simpa [Matrix.mul_apply] using h
```

Every Hermitian matrix has such a list, so the later theorems can always be supplied with energies. By hand, diagonalise A, then permute the eigenvalues into increasing order and the columns of W with them. Orthonormality and the eigenvalue equation survive the permutation. In the proof, `Tuple.sort` gives the permutation and `W.submatrix id σ` is W with its columns reordered.

## Energies pair up at an odd filling

```lean
/-- In odd dimension no matrix `V` satisfies `V conj(V) = -1`. -/
theorem no_odd_kramers {N : ℕ} (hN : Odd N) (V : Matrix (Fin N) (Fin N) ℂ) :
    V * cc V ≠ -1 := by
  intro h
  have hd := congrArg Matrix.det h
  -- the determinant would have squared modulus -1
  rw [Matrix.det_mul, ← RingHom.map_det, Complex.mul_conj, Matrix.det_neg, Matrix.det_one,
    Fintype.card_fin, hN.neg_one_pow, mul_one] at hd
  have hr := congrArg Complex.re hd
  simp only [Complex.ofReal_re, Complex.neg_re, Complex.one_re] at hr
  linarith [Complex.normSq_nonneg V.det]
```

Take determinants of V conj(V) = −1 in dimension N:

|det V|² = (−1)ᴺ = −1 for odd N.

A squared modulus cannot be negative. Lean assumes the equation as `h`, takes determinants with `congrArg Matrix.det`, and lets `linarith` find the contradiction.

```lean
/-- Kramers pairing: if a matrix `A` with sorted energies `E` is invariant under a time reversal
that squares to `-1`, then the energies on either side of an odd filling coincide. -/
theorem kramers_pair {U A : Matrix (Fin m) (Fin m) ℂ} {E : Fin m → ℝ}
    (hU : U ∈ unitaryGroup (Fin m) ℂ) (hsq : U * cc U = -1) (hA : U * cc A * Uᴴ = A)
    (hE : SortedSpectrum A E) {i j : Fin m} (hij : j.val = i.val + 1) (hodd : Odd j.val) :
    E i = E j := by
  obtain ⟨hmono, W, hW, hAW⟩ := hE
  have hW1 : Wᴴ * W = 1 := mem_unitaryGroup_iff'.mp hW
  have hW2 : W * Wᴴ = 1 := mem_unitaryGroup_iff.mp hW
  have hU1 : Uᴴ * U = 1 := mem_unitaryGroup_iff'.mp hU
  obtain ⟨D, hDdef⟩ : ∃ D, D = diagonal (fun i => (E i : ℂ)) := ⟨_, rfl⟩
  rw [← hDdef] at hAW
  have hD : cc D = D := by
    ext a b
    by_cases hab : a = b
    · subst hab
      simp [hDdef]
    · simp [hDdef, hab]
  have hcW : cc W * cc Wᴴ = 1 := by rw [← map_mul, hW2, map_one]
  have hccW : cc (cc W) = W := by
    ext a b
    simp
  have hUA : U * cc A = A * U := by
    calc U * cc A = U * cc A * (Uᴴ * U) := by rw [hU1, mul_one]
      _ = (U * cc A * Uᴴ) * U := by simp only [mul_assoc]
      _ = A * U := by rw [hA]
  have hWA : Wᴴ * A = D * Wᴴ := by
    calc Wᴴ * A = Wᴴ * A * (W * Wᴴ) := by rw [hW2, mul_one]
      _ = Wᴴ * (A * W) * Wᴴ := by simp only [mul_assoc]
      _ = (Wᴴ * W) * D * Wᴴ := by rw [hAW]; simp only [mul_assoc]
      _ = D * Wᴴ := by rw [hW1, one_mul]
  -- time reversal written in the energy eigenbasis
  obtain ⟨V, hV⟩ : ∃ V, V = Wᴴ * U * cc W := ⟨_, rfl⟩
  have hVV : V * cc V = -1 := by
    calc V * cc V = Wᴴ * U * (cc W * cc Wᴴ) * cc U * W := by
          rw [hV, map_mul, map_mul, hccW]; simp only [mul_assoc]
      _ = Wᴴ * (U * cc U) * W := by rw [hcW, mul_one]; simp only [mul_assoc]
      _ = -1 := by rw [hsq, mul_neg, mul_one, neg_mul, hW1]
  have hcomm : D * V = V * D := by
    calc D * V = (D * Wᴴ) * U * cc W := by rw [hV]; simp only [mul_assoc]
      _ = Wᴴ * (A * U) * cc W := by rw [← hWA]; simp only [mul_assoc]
      _ = Wᴴ * U * cc (A * W) := by rw [← hUA, map_mul]; simp only [mul_assoc]
      _ = V * D := by rw [hAW, map_mul, hD, hV]; simp only [mul_assoc]
  -- it does not mix different energies
  have hz : ∀ a b, E a ≠ E b → V a b = 0 := by
    intro a b hab
    have h := congrFun (congrFun hcomm a) b
    rw [hDdef, Matrix.diagonal_mul, Matrix.mul_diagonal] at h
    have h2 : ((E a : ℂ) - E b) * V a b = 0 := by linear_combination h
    exact (mul_eq_zero.mp h2).resolve_left
      (sub_ne_zero.mpr (fun h3 => hab (Complex.ofReal_injective h3)))
  by_contra hne
  have hlt : E i < E j := lt_of_le_of_ne (hmono (Fin.le_def.mpr (by omega))) hne
  -- so the filled levels would carry an odd-dimensional time reversal
  let e : Fin j.val → Fin m := Fin.castLE j.isLt.le
  have he : Function.Injective e := Fin.castLE_injective _
  apply no_odd_kramers hodd (V.submatrix e e)
  ext a b
  have h := congrFun (congrFun hVV (e a)) (e b)
  rw [Matrix.mul_apply] at h ⊢
  have hs : ∑ c, (V.submatrix e e) a c * cc (V.submatrix e e) c b
      = ∑ c, V (e a) c * cc V c (e b) := by
    refine Fintype.sum_of_injective e he _ _ ?_ (fun _ => rfl)
    intro c hc
    have hjc : j.val ≤ c.val := by
      by_contra hcj
      exact hc ⟨⟨c.val, by omega⟩, Fin.ext rfl⟩
    have h1 : E (e a) ≤ E i := hmono (Fin.le_def.mpr (by
      have := a.isLt
      change a.val ≤ i.val
      omega))
    have h2 : E j ≤ E c := hmono (Fin.le_def.mpr hjc)
    rw [hz (e a) c (by linarith : E (e a) < E c).ne, zero_mul]
  rw [hs, h]
  simp [Matrix.one_apply, he.eq_iff]
```

Suppose a single matrix A is time-reversal invariant, U conj(A) U† = A, and j = i + 1 is odd. Then Eᵢ = Eⱼ. Applied to j = 1, 3, 5, … this gives E₀ = E₁, E₂ = E₃ and so on: the energy side of Kramers' theorem. The orthogonality of a state and its time-reversed partner is not stated.

For the derivation, write D = diag(E₀, …, Eₘ₋₁) and express time reversal in the energy eigenbasis:

V = W† U conj(W).

Its square is still −1, because conj(W) conj(W†) = 1:

V conj(V) = W† U conj(W) conj(W†) conj(U) W = W† U conj(U) W = −1.

Invariance gives U conj(A) = A U, and the eigenvalue equation gives W† A = D W†. Therefore

D V = W† A U conj(W) = W† U conj(A W) = W† U conj(W) D = V D,

where conj(D) = D because the energies are real. The (a, b) entry of this equation is

(Eₐ − E_b) V_ab = 0,

so V does not connect different energies. These three results are `hVV`, `hcomm` and `hz`; the `calc` blocks are the chains of equalities above.

Now suppose Eᵢ ≠ Eⱼ, which is what `by_contra` does. Sorting gives Eᵢ < Eⱼ. For a < j and c ≥ j we have

Eₐ ≤ Eᵢ < Eⱼ ≤ E_c,

hence V_ac = 0. Let V′ be the upper-left j × j block of V, which is `V.submatrix e e` in Lean. For a, b < j,

(V′ conj(V′))_ab = Σ_{c<j} V_ac conj(V_cb) = Σ_{all c} V_ac conj(V_cb) = −δ_ab.

So V′ conj(V′) = −1 in the odd dimension j, which `no_odd_kramers` forbids. The step `hs` is the middle equality, where the missing terms are zero.

## The bound on the gap

```lean
/-- With time reversal squaring to `-1` and an odd number of filled bands, the apparent gap is
never positive on a mesh that contains a momentum `k₀` with `H(-k₀) = H(k₀)`. -/
theorem apparentGap_nonpos {U : Matrix (Fin m) (Fin m) ℂ} {H : K → Matrix (Fin m) (Fin m) ℂ}
    {E : K → Fin m → ℝ} (hT : TimeReversal U H) (hE : ∀ k, SortedSpectrum (H k) (E k))
    {i j : Fin m} (hij : j.val = i.val + 1) (hodd : Odd j.val)
    (M : Finset K) {k₀ : K} (hk₀ : k₀ ∈ M) (hinv : H (-k₀) = H k₀) :
    apparentGap E M ⟨k₀, hk₀⟩ i j ≤ 0 := by
  have hp := kramers_pair hT.unitary hT.sq ((hT.symm k₀).trans hinv) (hE k₀) hij hodd
  have h1 := Finset.inf'_le (fun k => E k j) hk₀
  have h2 := Finset.le_sup' (fun k => E k i) hk₀
  unfold apparentGap
  linarith
```

The hypotheses are time reversal `hT`, sorted energies `hE` at every k, neighbouring bands with an odd number j of filled ones, and a mesh point k₀ with H(−k₀) = H(k₀). At k₀ the symmetry maps H(k₀) to itself, so the pairing result applies:

min Eⱼ ≤ Eⱼ(k₀) = Eᵢ(k₀) ≤ max Eᵢ.

The gap is therefore at most 0. In the proof, `hp` is the equality, `h1` and `h2` are the two inequalities, and `linarith` combines them.

```lean
/-- With time reversal squaring to `-1` and an odd number of filled bands, the apparent gap is
never positive on a mesh that contains `k = 0`. -/
theorem apparentGap_nonpos_of_zero_mem {U : Matrix (Fin m) (Fin m) ℂ}
    {H : K → Matrix (Fin m) (Fin m) ℂ} {E : K → Fin m → ℝ} (hT : TimeReversal U H)
    (hE : ∀ k, SortedSpectrum (H k) (E k)) {i j : Fin m} (hij : j.val = i.val + 1)
    (hodd : Odd j.val) (M : Finset K) (h0 : (0 : K) ∈ M) :
    apparentGap E M ⟨0, h0⟩ i j ≤ 0 :=
  apparentGap_nonpos hT hE hij hodd M h0 (by rw [neg_zero])
```

For k₀ = 0 the condition H(−k₀) = H(k₀) holds automatically, since −0 = 0. In a spin-orbit band calculation without magnetism, this means that a positive gap found at an odd number of electrons per cell disappears once k = 0 joins the mesh, provided that H(k) is a fixed, finite-dimensional one-electron Hamiltonian with exact time reversal.

The sign in U conj(U) = −1 matters. Take spinless particles with two orbitals per cell, H(k) = σ_z = diag(1, −1) in the orbital basis for all k, U = 1 and one filled band. Then U conj(H(k)) U† = H(−k) holds, but U conj(U) = +1, and the gap is 2 on every mesh.

## A two-band model with a gap made by the mesh

```lean
/-- The two-band Hamiltonian `sin(k) σ_z`. -/
def sinModel (k : ℝ) : Matrix (Fin 2) (Fin 2) ℂ :=
  !![(Real.sin k : ℂ), 0; 0, -(Real.sin k : ℂ)]
```

This is H(k) = sin(k) σ_z: two spin states whose energies are opposite and change sign with k.

```lean
/-- The energies `-|sin k|` and `|sin k|`. -/
def sinBands (k : ℝ) : Fin 2 → ℝ := ![-|Real.sin k|, |Real.sin k|]
```

The list `![…]` gives band 0 the energy −|sin k| and band 1 the energy |sin k|.

```lean
/-- The Hamiltonian `sin(k) σ_z` has the time reversal `U = i σ_y`, which squares to `-1`, and
its sorted bands are `-|sin k|` and `|sin k|`. -/
theorem sinModel_witness : TimeReversal !![0, 1; -1, 0] sinModel ∧
    ∀ k, SortedSpectrum (sinModel k) (sinBands k) := by
  refine ⟨⟨?_, ?_, ?_⟩, fun k => ⟨?_, ?_⟩⟩
  · rw [mem_unitaryGroup_iff]
    ext a b
    fin_cases a <;> fin_cases b <;>
      simp [Matrix.star_eq_conjTranspose, Matrix.mul_apply, Fin.sum_univ_succ]
  · ext a b
    fin_cases a <;> fin_cases b <;> simp [Matrix.mul_apply, Fin.sum_univ_succ]
  · intro k
    -- the Hamiltonian is real, so conjugation leaves it unchanged
    have hreal : cc (sinModel k) = sinModel k := by
      ext a b
      fin_cases a <;> fin_cases b <;> simp [sinModel, -Complex.ofReal_sin]
    rw [hreal]
    ext a b
    fin_cases a <;> fin_cases b <;>
      simp [sinModel, Matrix.mul_apply, Fin.sum_univ_succ, -Complex.ofReal_sin]
  · intro a b hab
    fin_cases a <;> fin_cases b <;> simp [sinBands] at hab ⊢
  · -- the order of the two spin states depends on the sign of sin k
    rcases le_total 0 (Real.sin k) with h | h
    · refine ⟨!![0, 1; 1, 0], ?_, ?_⟩
      · rw [mem_unitaryGroup_iff]
        ext a b
        fin_cases a <;> fin_cases b <;>
          simp [Matrix.star_eq_conjTranspose, Matrix.mul_apply, Fin.sum_univ_succ]
      · ext a b
        fin_cases a <;> fin_cases b <;>
          simp [sinModel, sinBands, abs_of_nonneg h, Matrix.mul_apply, Fin.sum_univ_succ]
    · refine ⟨1, one_mem _, ?_⟩
      rw [mul_one, one_mul]
      ext a b
      fin_cases a <;> fin_cases b <;> simp [sinModel, sinBands, abs_of_nonpos h]
```

The model satisfies both definitions. With

U = iσ_y = [[0, 1], [−1, 0]],

U is real and U² = −1. Since H(k) is real too and U σ_z U† = −σ_z,

U conj(H(k)) U† = −sin(k) σ_z = H(−k).

For the sorted energies there are two cases. If sin k ≥ 0, the second spin state is the lower one and W swaps the two states; if sin k ≤ 0, W = 1 will do. `rcases` splits these cases, and `fin_cases` checks the matrices entry by entry.

```lean
/-- On the mesh `k = ±π/2` the bands of `sin(k) σ_z` show an apparent gap of 2. -/
theorem sinModel_spurious_gap :
    apparentGap sinBands {Real.pi / 2, -(Real.pi / 2)} (Finset.insert_nonempty _ _) 0 1 = 2 := by
  simp [apparentGap, sinBands]
  norm_num
```

At both k = π/2 and k = −π/2 the energies are −1 and 1, so with one filled band

gap = 1 − (−1) = 2.

The general bound is not contradicted: neither point satisfies H(−k) = H(k), because H(±π/2) = ±σ_z.

This is how the effect enters a calculation. For a chain with lattice constant 1, the two-point Monkhorst–Pack mesh is exactly k = ±π/2. With one electron per cell, a program that subtracts the highest filled from the lowest empty energy on that mesh reports an insulator with gap 2. The three-point mesh, k = 0 and ±2π/3, includes the crossing at k = 0 and gives gap 0.

```lean
/-- On every finite mesh containing `k = 0` the apparent gap of `sin(k) σ_z` is exactly zero. -/
theorem sinModel_gap_closed (M : Finset ℝ) (h0 : (0 : ℝ) ∈ M) :
    apparentGap sinBands M ⟨0, h0⟩ 0 1 = 0 := by
  apply le_antisymm
  · exact apparentGap_nonpos_of_zero_mem sinModel_witness.1 sinModel_witness.2
      (by norm_num) (by norm_num) M h0
  · have h1 : 0 ≤ M.inf' ⟨0, h0⟩ (fun k => sinBands k 1) :=
      Finset.le_inf' _ _ (fun k _ => by simp [sinBands])
    have h2 : M.sup' ⟨0, h0⟩ (fun k => sinBands k 0) ≤ 0 :=
      Finset.sup'_le _ _ (fun k _ => by simp [sinBands])
    unfold apparentGap
    linarith

end

end KramersApparentGap
```

On any finite mesh containing 0, the gap of this model is exactly 0. The general theorem gives gap ≤ 0. In the other direction, E₁(k) = |sin k| is never negative and E₀(k) = −|sin k| is never positive, so

min E₁ − max E₀ ≥ 0.

`le_antisymm` joins the two inequalities into an equality.

```lean
#print axioms KramersApparentGap.exists_sortedSpectrum
#print axioms KramersApparentGap.apparentGap_nonpos_of_zero_mem
#print axioms KramersApparentGap.sinModel_spurious_gap
#print axioms KramersApparentGap.sinModel_gap_closed
```

```
'KramersApparentGap.exists_sortedSpectrum' depends on axioms: [propext, Classical.choice, Quot.sound]
'KramersApparentGap.apparentGap_nonpos_of_zero_mem' depends on axioms: [propext, Classical.choice, Quot.sound]
'KramersApparentGap.sinModel_spurious_gap' depends on axioms: [propext, Classical.choice, Quot.sound]
'KramersApparentGap.sinModel_gap_closed' depends on axioms: [propext, Classical.choice, Quot.sound]
```
